# Polynomial zero-noise extrapolation of a exp(−cs) from s = 1, …, n+1 gives a(1 − (1 − exp(−c))^(n+1))

The signal is modelled as a function A of a real noise scale s, and the extrapolation is defined directly by its weights, not by a polynomial fit. With C(m,k) the binomial coefficient, the extrapolated value from the n+1 scales s = j+1 is

Eₙ[A] = Σ (j = 0..n) (−1)^j C(n+1, j+1) A(j+1).

These are the weights that evaluate at s = 0 the polynomial of degree at most n through the samples. For A(s) = a exp(−cs), with real a and c,

Eₙ[A] = a(1 − (1 − exp(−c))^(n+1)).

Here a is the zero-noise value and c is the damping exponent at the unamplified noise level s = 1. If c ≥ 0, meaning that noise does not amplify the signal, Eₙ[A] tends to a as n grows, and

|Eₙ[A] − a| ≤ |a| c^(n+1),

|Eₙ[A] − a| ≤ |a| exp(−(n+1) exp(−c)).

The first bound is useful for weak damping, c < 1. The second still decreases with n when c ≥ 1, but becomes small only once n+1 is well above exp(c).

## Systematic error in error-mitigation code

In zero-noise extrapolation, one of the methods of quantum error mitigation, an expectation value is measured at several noise levels, here the unamplified one and integer multiples of it, and extrapolated to s = 0. The formula gives the systematic error that remains if the value decays as a single exponential and is sampled exactly. It also gives a check on an implementation of polynomial extrapolation from s = 1, …, n+1: synthetic data a exp(−cs) must reproduce it up to rounding errors, which the weights amplify as n grows. For a ≠ 0 and c > 0, a single wrong sign in the weights, or a shift of all nodes by one, changes the exact result.

## From the binomial theorem to the oscillating signal

Suppose A(j+1) = a x^(j+1) at the nodes. The binomial theorem, with its constant term split off, reads

(1 − x)^(n+1) = 1 − Σ (j = 0..n) (−1)^j C(n+1, j+1) x^(j+1).

Solving for the sum and multiplying by a gives

Eₙ[A] = a(1 − (1 − x)^(n+1)).

The damped exponential has x = exp(−c). For c ≥ 0 the number q = 1 − exp(−c) satisfies 0 ≤ q < 1, so q^(n+1) → 0. The bias has modulus |a| q^(n+1). The inequality 1 + t ≤ exp(t) gives q ≤ c at t = −c, and q ≤ exp(−exp(−c)) at t = −exp(−c). Raising both to the power n+1 gives the two bounds.

Eₙ is linear in A, so a finite sum Σ aₖ exp(−cₖ s) with all cₖ ≥ 0 is extrapolated in the limit to Σ aₖ.

Now let the signal be complex, for example ⟨X⟩ + i⟨Y⟩ with the Pauli operators X and Y of a qubit, and let it oscillate with the noise scale: A(s) = a exp(−(c + iω)s), with a complex and nonzero, and c and ω real. Then q = 1 − exp(−(c + iω)), and

|q|² = 1 − 2 exp(−c) cos ω + exp(−2c) = 1 − exp(−c)(2 cos ω − exp(−c)).

Hence |q| < 1 exactly when exp(−c) < 2 cos ω. In that case the bias tends to 0 as n grows. Otherwise |q| ≥ 1, the bias never drops below |a|, and the values do not converge to a. Damping alone is therefore not enough: if cos ω ≤ 0, no value of c gives convergence to a.

## Lean source for real and complex signals

```lean
import Mathlib

open Filter Topology

namespace ZeroNoiseExponentialBias

noncomputable section

/-- Polynomial zero-noise extrapolation of the signal `A` from the noise scales `s = j + 1`,
`j = 0, ..., n`, with weights `(-1)^(s-1) * choose (n+1) s`. -/
def extrapolate {R : Type*} [CommRing R] (n : ℕ) (A : ℝ → R) : R :=
  ∑ j ∈ Finset.range (n + 1),
    (-1) ^ j * ((n + 1).choose (j + 1) : R) * A ((j : ℝ) + 1)

/-- A signal that equals `a * x ^ s` at the integer noise scales `s ≥ 1` is extrapolated to
`a * (1 - (1 - x) ^ (n + 1))`. -/
theorem extrapolate_geometric {R : Type*} [CommRing R] (n : ℕ) (A : ℝ → R) (a x : R)
    (hA : ∀ j : ℕ, A ((j : ℝ) + 1) = a * x ^ (j + 1)) :
    extrapolate n A = a * (1 - (1 - x) ^ (n + 1)) := by
  -- the binomial theorem with the constant term split off
  have h : (1 - x) ^ (n + 1) = (∑ j ∈ Finset.range (n + 1),
      -((-1) ^ j * ((n + 1).choose (j + 1) : R) * x ^ (j + 1))) + 1 := by
    rw [show (1 : R) - x = -x + 1 by ring, add_pow, Finset.sum_range_succ']
    congr 1
    · apply Finset.sum_congr rfl
      intro j _
      rw [neg_pow x (j + 1), one_pow]
      ring
    · simp
  have h2 : extrapolate n A = a * ∑ j ∈ Finset.range (n + 1),
      (-1) ^ j * ((n + 1).choose (j + 1) : R) * x ^ (j + 1) := by
    unfold extrapolate
    rw [Finset.mul_sum]
    apply Finset.sum_congr rfl
    intro j _
    rw [hA j]
    ring
  rw [h2, h, Finset.sum_neg_distrib]
  ring

/-- The signal `a exp(-c s)` is extrapolated to exactly `a (1 - (1 - exp(-c))^(n+1))`. -/
theorem extrapolate_exp (n : ℕ) (a c : ℝ) :
    extrapolate n (fun s => a * Real.exp (-c * s))
      = a * (1 - (1 - Real.exp (-c)) ^ (n + 1)) := by
  apply extrapolate_geometric
  intro j
  rw [← Real.exp_nat_mul]
  congr 2
  push_cast
  ring

/-- For a decay rate `c ≥ 0` the extrapolated value of `a exp(-c s)` tends to the zero-noise
value `a` as the number of noise scales grows. -/
theorem extrapolate_exp_tendsto (a c : ℝ) (hc : 0 ≤ c) :
    Tendsto (fun n : ℕ => extrapolate n (fun s => a * Real.exp (-c * s))) atTop (𝓝 a) := by
  simp only [extrapolate_exp]
  have h0 : 0 ≤ 1 - Real.exp (-c) := by
    have : Real.exp (-c) ≤ 1 := Real.exp_le_one_iff.2 (by linarith)
    linarith
  have h1 : 1 - Real.exp (-c) < 1 := by
    have := Real.exp_pos (-c)
    linarith
  have h : Tendsto (fun n : ℕ => (1 - Real.exp (-c)) ^ (n + 1)) atTop (𝓝 0) :=
    (tendsto_pow_atTop_nhds_zero_of_lt_one h0 h1).comp (tendsto_add_atTop_nat 1)
  have h2 : Tendsto (fun n : ℕ => a * (1 - (1 - Real.exp (-c)) ^ (n + 1))) atTop
      (𝓝 (a * (1 - 0))) := (h.const_sub 1).const_mul a
  rwa [sub_zero, mul_one] at h2

/-- For `c ≥ 0` the bias is at most `|a| c^(n+1)` and also at most
`|a| exp(-(n+1) exp(-c))`. -/
theorem extrapolate_exp_bias_le (n : ℕ) (a c : ℝ) (hc : 0 ≤ c) :
    |extrapolate n (fun s => a * Real.exp (-c * s)) - a| ≤ |a| * c ^ (n + 1) ∧
    |extrapolate n (fun s => a * Real.exp (-c * s)) - a|
      ≤ |a| * Real.exp (-((n : ℝ) + 1) * Real.exp (-c)) := by
  have h0 : 0 ≤ 1 - Real.exp (-c) := by
    have : Real.exp (-c) ≤ 1 := Real.exp_le_one_iff.2 (by linarith)
    linarith
  have hb : |extrapolate n (fun s => a * Real.exp (-c * s)) - a|
      = |a| * (1 - Real.exp (-c)) ^ (n + 1) := by
    rw [extrapolate_exp, show a * (1 - (1 - Real.exp (-c)) ^ (n + 1)) - a
      = -(a * (1 - Real.exp (-c)) ^ (n + 1)) by ring, abs_neg, abs_mul,
      abs_of_nonneg (pow_nonneg h0 (n + 1))]
  rw [hb]
  constructor
  · have h1 : 1 - Real.exp (-c) ≤ c := by
      have := Real.add_one_le_exp (-c)
      linarith
    exact mul_le_mul_of_nonneg_left (pow_le_pow_left₀ h0 h1 (n + 1)) (abs_nonneg a)
  · have h1 : 1 - Real.exp (-c) ≤ Real.exp (-Real.exp (-c)) := by
      have := Real.add_one_le_exp (-Real.exp (-c))
      linarith
    have h2 : Real.exp (-((n : ℝ) + 1) * Real.exp (-c))
        = Real.exp (-Real.exp (-c)) ^ (n + 1) := by
      rw [← Real.exp_nat_mul]
      congr 1
      push_cast
      ring
    rw [h2]
    exact mul_le_mul_of_nonneg_left (pow_le_pow_left₀ h0 h1 (n + 1)) (abs_nonneg a)

/-- A finite sum of exponentials with amplitudes `a k` and decay rates `c k ≥ 0` is extrapolated,
in the limit of many noise scales, to its zero-noise value `∑ a k`. -/
theorem extrapolate_multiexp_tendsto {ι : Type*} [Fintype ι] (a c : ι → ℝ)
    (hc : ∀ k, 0 ≤ c k) :
    Tendsto (fun n : ℕ => extrapolate n (fun s => ∑ k, a k * Real.exp (-c k * s)))
      atTop (𝓝 (∑ k, a k)) := by
  -- extrapolation is linear in the signal
  have hlin : ∀ n : ℕ, extrapolate n (fun s => ∑ k, a k * Real.exp (-c k * s))
      = ∑ k, extrapolate n (fun s => a k * Real.exp (-c k * s)) := by
    intro n
    simp only [extrapolate, Finset.mul_sum]
    rw [Finset.sum_comm]
  simp only [hlin]
  exact tendsto_finsetSum _ (fun k _ => extrapolate_exp_tendsto (a k) (c k) (hc k))

/-- The distance of `exp(-(c + iω))` from `1` is below one exactly when
`exp(-c) < 2 cos ω`. -/
theorem norm_one_sub_exp_lt_one_iff (c ω : ℝ) :
    ‖1 - Complex.exp (-((c : ℂ) + ω * Complex.I))‖ < 1 ↔ Real.exp (-c) < 2 * Real.cos ω := by
  have hre : (-((c : ℂ) + ω * Complex.I)).re = -c := by simp
  have him : (-((c : ℂ) + ω * Complex.I)).im = -ω := by simp
  have hn : ‖1 - Complex.exp (-((c : ℂ) + ω * Complex.I))‖ ^ 2
      = 1 - Real.exp (-c) * (2 * Real.cos ω - Real.exp (-c)) := by
    rw [Complex.sq_norm, Complex.normSq_apply, Complex.sub_re, Complex.sub_im,
      Complex.one_re, Complex.one_im, Complex.exp_re, Complex.exp_im, hre, him,
      Real.cos_neg, Real.sin_neg]
    linear_combination Real.exp (-c) ^ 2 * Real.sin_sq_add_cos_sq ω
  have hE := Real.exp_pos (-c)
  have h0 := norm_nonneg (1 - Complex.exp (-((c : ℂ) + ω * Complex.I)))
  constructor
  · intro h
    have h1 : 0 < Real.exp (-c) * (2 * Real.cos ω - Real.exp (-c)) := by nlinarith
    have h2 := (mul_pos_iff_of_pos_left hE).1 h1
    linarith
  · intro h
    have h1 := mul_pos hE (sub_pos.2 h)
    by_contra h2
    have h3 := not_lt.1 h2
    nlinarith

/-- For a signal `a exp(-(c + iω) s)` with `a ≠ 0` and real `c` and `ω`, the extrapolated values
tend to `a` if and only if `exp(-c) < 2 cos ω`. -/
theorem extrapolate_oscillating_tendsto_iff (a : ℂ) (ha : a ≠ 0) (c ω : ℝ) :
    Tendsto (fun n : ℕ => extrapolate n
      (fun s : ℝ => a * Complex.exp (-((c : ℂ) + ω * Complex.I) * s))) atTop (𝓝 a)
      ↔ Real.exp (-c) < 2 * Real.cos ω := by
  rw [← norm_one_sub_exp_lt_one_iff]
  have hform : ∀ n : ℕ, extrapolate n
      (fun s : ℝ => a * Complex.exp (-((c : ℂ) + ω * Complex.I) * s))
      = a * (1 - (1 - Complex.exp (-((c : ℂ) + ω * Complex.I))) ^ (n + 1)) := by
    intro n
    apply extrapolate_geometric
    intro j
    rw [← Complex.exp_nat_mul]
    congr 2
    push_cast
    ring
  simp only [hform]
  generalize 1 - Complex.exp (-((c : ℂ) + ω * Complex.I)) = q
  constructor
  · intro h
    by_contra hq
    have hq1 : 1 ≤ ‖q‖ := not_lt.1 hq
    -- the bias never drops below the amplitude
    have hb : ∀ n : ℕ, ‖a‖ ≤ ‖a * (1 - q ^ (n + 1)) - a‖ := by
      intro n
      rw [show a * (1 - q ^ (n + 1)) - a = -(a * q ^ (n + 1)) by ring, norm_neg, norm_mul,
        norm_pow]
      exact le_mul_of_one_le_right (norm_nonneg a) (one_le_pow₀ hq1)
    have h1 := ge_of_tendsto' (h.sub_const a).norm hb
    rw [sub_self, norm_zero] at h1
    exact ha (norm_le_zero_iff.1 h1)
  · intro hq
    have h : Tendsto (fun n : ℕ => q ^ (n + 1)) atTop (𝓝 0) :=
      (tendsto_pow_atTop_nhds_zero_of_norm_lt_one hq).comp (tendsto_add_atTop_nat 1)
    have h2 : Tendsto (fun n : ℕ => a * (1 - q ^ (n + 1))) atTop (𝓝 (a * (1 - 0))) :=
      (h.const_sub 1).const_mul a
    rwa [sub_zero, mul_one] at h2

end

end ZeroNoiseExponentialBias
```

```lean
#print axioms ZeroNoiseExponentialBias.extrapolate_exp_tendsto
-- 'ZeroNoiseExponentialBias.extrapolate_exp_tendsto' depends on axioms: [propext, Classical.choice, Quot.sound]
#print axioms ZeroNoiseExponentialBias.extrapolate_exp_bias_le
-- 'ZeroNoiseExponentialBias.extrapolate_exp_bias_le' depends on axioms: [propext, Classical.choice, Quot.sound]
#print axioms ZeroNoiseExponentialBias.extrapolate_multiexp_tendsto
-- 'ZeroNoiseExponentialBias.extrapolate_multiexp_tendsto' depends on axioms: [propext, Classical.choice, Quot.sound]
#print axioms ZeroNoiseExponentialBias.extrapolate_oscillating_tendsto_iff
-- 'ZeroNoiseExponentialBias.extrapolate_oscillating_tendsto_iff' depends on axioms: [propext, Classical.choice, Quot.sound]
```

## Exact samples and an assumed decay law

`extrapolate n A` is Eₙ[A]. Its values lie in any commutative ring `R`, so real and complex signals share one definition. `extrapolate_geometric` carries the algebra: `add_pow` is the binomial theorem and `Finset.sum_range_succ'` splits off the constant term. Its hypothesis `hA` constrains the signal only at the positive integer scales s = 1, 2, …, and `extrapolate_exp` verifies it for the real exponential.

`Tendsto … atTop (𝓝 a)` is convergence to a as n → ∞. `extrapolate_exp_tendsto` and `extrapolate_exp_bias_le` contain the limit and the bounds, and `extrapolate_multiexp_tendsto` exchanges two finite sums. `norm_one_sub_exp_lt_one_iff` computes |q|². In `extrapolate_oscillating_tendsto_iff`, `ge_of_tendsto'` carries the lower bound |a| on the bias to the limit, which would force a = 0.

The exponential form is assumed, not derived from a noise channel. The samples are exact real or complex numbers, so shot noise, rounding and errors in the noise scales are absent, as is their amplification by the alternating weights. That the weights come from polynomial interpolation is background to the definition, not a theorem of the Lean code.
